# A matrix that commutes with all Jordan-Wigner operators and their adjoints is a multiple of the identity

Let $a_0,\dots,a_{n-1}$ be the Jordan-Wigner annihilation matrices on $n$ qubits. A complex matrix $M$ commutes with every $a_j$ and every adjoint $a_j^\dagger$ exactly when $M=c\,\mathbb 1$ for some complex number $c$.

When the electrons of a molecule are simulated on qubits, one may ask whether the register holds a spare degree of freedom that the fermion operators never touch. An operator acting on that degree of freedom alone would commute with all of them. For a finite set of $n$ spin orbitals encoded in $n$ qubits by the Jordan-Wigner matrices, the theorem rules this out. Symmetries of a particular Hamiltonian, such as particle number, are not in conflict with it, because they need not commute with the individual $a_j$.

## Occupation strings and the Jordan-Wigner matrices

```lean
import Mathlib

open Matrix

namespace JordanWignerIrreducibility

noncomputable section

/-- Occupation strings of `n` sites, which label the basis states of `n` qubits. -/
abbrev Occ (n : ℕ) := Fin n → Fin 2
```

A basis state is a string $s=(s_0,\dots,s_{n-1})$ with each $s_k$ equal to 0 (empty) or 1 (occupied). In Lean it is a function from the $n$ sites, `Fin n`, to the two values `Fin 2`. The vacuum is the string `0`, and the completely filled state is the string `1`. A matrix on $n$ qubits has strings as its row and column labels, so `M s t` is the matrix element $\langle s|M|t\rangle$.

```lean
/-- The Pauli matrix X. -/
def pauliX : Matrix (Fin 2) (Fin 2) ℂ := !![0, 1; 1, 0]
```

This is $X$, in the basis $|0\rangle,|1\rangle$.

```lean
/-- The Pauli matrix Y. -/
def pauliY : Matrix (Fin 2) (Fin 2) ℂ := !![0, -Complex.I; Complex.I, 0]
```

This is $Y$, in the same basis.

```lean
/-- The Pauli matrix Z. -/
def pauliZ : Matrix (Fin 2) (Fin 2) ℂ := !![1, 0; 0, -1]
```

With this $Z$, an empty site has eigenvalue $+1$ and an occupied site $-1$.

```lean
/-- The one-qubit lowering matrix (X + iY)/2. -/
def lowering : Matrix (Fin 2) (Fin 2) ℂ := (1 / 2 : ℂ) • (pauliX + Complex.I • pauliY)
```

Written out, $(X+iY)/2=|0\rangle\langle 1|$. It lowers the occupation. In spin language the same matrix is usually called $\sigma^+$, because it raises the eigenvalue of $Z$.

```lean
/-- The tensor product of one-qubit matrices, one for each site. -/
def siteProduct {n : ℕ} (A : Fin n → Matrix (Fin 2) (Fin 2) ℂ) : Matrix (Occ n) (Occ n) ℂ :=
  Matrix.of fun s t => ∏ k, A k (s k) (t k)
```

The tensor product $A_0\otimes\cdots\otimes A_{n-1}$ is defined through its entries, $\prod_k\langle s_k|A_k|t_k\rangle$.

```lean
/-- The factor of the `j`-th Jordan-Wigner matrix on site `k`: Z before `j`, the lowering
matrix at `j`, the identity after `j`. -/
def jwFactor {n : ℕ} (j k : Fin n) : Matrix (Fin 2) (Fin 2) ℂ :=
  if k < j then pauliZ else if k = j then lowering else 1
```

The factor of $a_j$ on site $k$ is $Z$ for $k<j$, $|0\rangle\langle1|$ for $k=j$, and the identity for $k>j$.

```lean
/-- The Jordan-Wigner annihilation matrix of site `j`. -/
def jw {n : ℕ} (j : Fin n) : Matrix (Occ n) (Occ n) ℂ := siteProduct (jwFactor j)
```

Hence $a_j=Z\otimes\cdots\otimes Z\otimes|0\rangle\langle1|\otimes\mathbb 1\otimes\cdots\otimes\mathbb 1$, called `jw j`. That these matrices obey the canonical anticommutation relations, and so stand for fermionic modes, is a standard fact that is neither proved nor needed below.

## Number operators are diagonal

```lean
/-- The lowering matrix has a single nonzero entry, which takes the occupied state to the
empty one. -/
theorem lowering_apply (x y : Fin 2) : lowering x y = if x = 0 ∧ y = 1 then 1 else 0 := by
  fin_cases x <;> fin_cases y <;> norm_num [lowering, pauliX, pauliY]
```

The entry $\langle x|\sigma|y\rangle$ of the lowering matrix $\sigma=|0\rangle\langle1|$ is 1 for $x=0$, $y=1$ and 0 otherwise. The tactic `fin_cases` runs through the four entries, and `norm_num` computes each.

```lean
/-- Tensor products of one-qubit matrices multiply site by site. -/
theorem siteProduct_mul {n : ℕ} (A B : Fin n → Matrix (Fin 2) (Fin 2) ℂ) :
    siteProduct A * siteProduct B = siteProduct fun k => A k * B k := by
  ext s t
  simp only [siteProduct, Matrix.mul_apply, Matrix.of_apply, Finset.prod_univ_sum,
    Fintype.piFinset_univ, Finset.prod_mul_distrib]
```

Tensor products multiply site by site. By hand, with $u$ running over all strings,
$$\sum_u\prod_k\langle s_k|A_k|u_k\rangle\langle u_k|B_k|t_k\rangle=\prod_k\sum_{x=0}^{1}\langle s_k|A_k|x\rangle\langle x|B_k|t_k\rangle .$$
In the proof, `ext s t` says that two matrices are equal if all their entries are, and `Finset.prod_univ_sum` is the exchange of product and sum.

```lean
/-- The number operator `a_j* a_j` is diagonal in the occupation strings, with entry 1 if
site `j` is occupied and 0 if it is empty. -/
theorem number_eq_diagonal {n : ℕ} (j : Fin n) :
    (jw j)ᴴ * jw j = diagonal fun s : Occ n => if s j = 1 then (1 : ℂ) else 0 := by
  have hadj : (jw j)ᴴ = siteProduct fun k => (jwFactor j k)ᴴ := by
    ext s t
    simp [jw, siteProduct, Matrix.conjTranspose_apply]
  -- the Z factors square to the identity, so only site `j` is left
  have hsite : ∀ k, (jwFactor j k)ᴴ * jwFactor j k =
      diagonal fun x => if k = j then (if x = 1 then (1 : ℂ) else 0) else 1 := by
    intro k
    rcases lt_trichotomy k j with h | h | h
    · ext x y
      fin_cases x <;> fin_cases y <;>
        simp [jwFactor, h, h.ne, pauliZ, Matrix.mul_apply, Fin.sum_univ_succ]
    · subst h
      ext x y
      fin_cases x <;> fin_cases y <;>
        simp [jwFactor, lowering_apply, Matrix.mul_apply]
    · simp [jwFactor, h.ne', not_lt_of_ge h.le]
  rw [hadj, jw, siteProduct_mul]
  simp only [hsite]
  ext s t
  by_cases hst : s = t
  · subst hst
    simp [siteProduct]
  · obtain ⟨k, hk⟩ := Function.ne_iff.mp hst
    rw [Matrix.diagonal_apply_ne _ hst]
    exact Finset.prod_eq_zero (Finset.mem_univ k) (Matrix.diagonal_apply_ne _ hk)
```

The symbol `ᴴ` is the conjugate transpose, so the statement reads $a_j^\dagger a_j|s\rangle=s_j|s\rangle$.

The adjoint of a tensor product is the tensor product of the adjoints (`hadj`). The product $a_j^\dagger a_j$ therefore has the site factors
$$Z^\dagger Z=\mathbb 1\ (k<j),\qquad \sigma^\dagger\sigma=|1\rangle\langle1|\ (k=j),\qquad \mathbb 1\ (k>j).$$
These are the three cases of `hsite`, separated by `lt_trichotomy`. All the factors are diagonal. If $s\neq t$, the strings differ at some site $k$, whose factor is zero, and the whole entry vanishes. If $s=t$, only site $j$ matters, and it gives $s_j$.

## Emptying sites leads from any string to the vacuum

```lean
/-- If site `j` is occupied in `t`, then `a_j` has a nonzero matrix element from `t` to the
string in which site `j` has been emptied. -/
theorem jw_ne_zero {n : ℕ} (j : Fin n) (t : Occ n) (ht : t j = 1) :
    jw j (Function.update t j 0) t ≠ 0 := by
  have hz : ∀ x, pauliZ x x ≠ 0 := by
    intro x
    fin_cases x <;> simp [pauliZ]
  change (∏ k, jwFactor j k (Function.update t j 0 k) (t k)) ≠ 0
  refine Finset.prod_ne_zero_iff.mpr fun k _ => ?_
  rcases lt_trichotomy k j with h | h | h
  · simpa [jwFactor, h, h.ne] using hz (t k)
  · subst h
    simp [jwFactor, lowering_apply, ht]
  · have hu : Function.update t j 0 k = t k := Function.update_of_ne h.ne' _ _
    rw [hu]
    simp [jwFactor, h.ne', not_lt_of_ge h.le]
```

Let $t$ have site $j$ occupied, and let $t'$ be the same string with site $j$ emptied, in Lean `Function.update t j 0`. Then
$$\langle t'|a_j|t\rangle=\prod_{k<j}(-1)^{t_k}\neq0 .$$
Lean needs only that the element is nonzero. It checks each factor in turn: a diagonal entry of $Z$ before $j$, the number 1 at $j$, and a diagonal entry of the identity after $j$.

```lean
/-- A diagonal matrix that commutes with every `a_j` has the same entry on each occupation
string as on the vacuum. -/
theorem diagonal_constant {n : ℕ} (d : Occ n → ℂ)
    (h : ∀ j, diagonal d * jw j = jw j * diagonal d) (t : Occ n) : d t = d 0 := by
  -- emptying one occupied site does not change the entry
  have step : ∀ (j : Fin n) (t : Occ n), t j = 1 → d (Function.update t j 0) = d t := by
    intro j t ht
    have e := congrFun (congrFun (h j) (Function.update t j 0)) t
    rw [Matrix.diagonal_mul, Matrix.mul_diagonal, mul_comm] at e
    exact mul_left_cancel₀ (jw_ne_zero j t ht) e
  -- empty the sites one after another
  have key : ∀ (S : Finset (Fin n)) (t : Occ n), (∀ k, k ∉ S → t k = 0) → d t = d 0 := by
    intro S
    induction S using Finset.induction_on with
    | empty =>
      intro t ht
      rw [show t = 0 from funext fun k => ht k (Finset.notMem_empty k)]
    | insert a S ha ih =>
      intro t ht
      have two : ∀ x : Fin 2, x = 0 ∨ x = 1 := by decide
      rcases two (t a) with h0 | h1
      · refine ih t fun k hk => ?_
        by_cases hka : k = a
        · rw [hka, h0]
        · exact ht k (by simp [hka, hk])
      · rw [← step a t h1]
        refine ih _ fun k hk => ?_
        by_cases hka : k = a
        · simp [hka]
        · rw [Function.update_of_ne hka]
          exact ht k (by simp [hka, hk])
  exact key Finset.univ t fun k hk => absurd (Finset.mem_univ k) hk
```

Let $D$ be diagonal with entries $d(s)$ and commute with every $a_j$. Taking the element of $Da_j=a_jD$ between $t'$ and $t$ gives
$$d(t')\,\langle t'|a_j|t\rangle=\langle t'|a_j|t\rangle\,d(t).$$
The matrix element is nonzero and cancels, so $d(t')=d(t)$. This is `step`.

Emptying the occupied sites one after another then gives $d(t)=d(0)$, with $0$ the vacuum string. Lean phrases this as an induction, `key`, over a set $S$ of sites outside which $t$ is empty. If $S$ has no elements, $t$ is the vacuum. If a site $a$ is added to $S$, either $t_a=0$ and the smaller set already suffices, or $t_a=1$ and `step` empties it first. The last line takes $S$ to be all sites.

## Only scalars commute with everything

```lean
/-- Irreducibility of the Jordan-Wigner representation: a matrix on `n` qubits commutes with
every `a_j` and every `a_j*` exactly when it is a scalar multiple of the identity. -/
theorem commutant_eq_scalars {n : ℕ} (M : Matrix (Occ n) (Occ n) ℂ) :
    (∀ j, M * jw j = jw j * M ∧ M * (jw j)ᴴ = (jw j)ᴴ * M) ↔ ∃ c : ℂ, M = c • 1 := by
  constructor
  · intro h
    -- commuting with the number operators makes `M` diagonal
    have hdiag : M = diagonal fun s => M s s := by
      ext s t
      by_cases hst : s = t
      · subst hst
        simp
      · obtain ⟨j, hj⟩ := Function.ne_iff.mp hst
        have hN : M * ((jw j)ᴴ * jw j) = ((jw j)ᴴ * jw j) * M := by
          rw [← mul_assoc, (h j).2, mul_assoc, (h j).1, mul_assoc]
        rw [number_eq_diagonal] at hN
        have e := congrFun (congrFun hN s) t
        rw [Matrix.mul_diagonal, Matrix.diagonal_mul] at e
        rw [Matrix.diagonal_apply_ne _ hst]
        have two : ∀ x : Fin 2, x = 0 ∨ x = 1 := by decide
        rcases two (s j) with hs | hs <;> rcases two (t j) with ht | ht
        · exact absurd (hs.trans ht.symm) hj
        · simpa [hs, ht] using e
        · simpa [hs, ht] using e.symm
        · exact absurd (hs.trans ht.symm) hj
    have hconst := diagonal_constant (fun s => M s s) fun j => by
      rw [← hdiag]
      exact (h j).1
    refine ⟨M 0 0, ?_⟩
    rw [Matrix.smul_one_eq_diagonal]
    exact hdiag.trans (congrArg diagonal (funext hconst))
  · rintro ⟨c, rfl⟩ j
    simp
```

On the left of `↔` stand the commutation relations for all $j$. On the right, `c • 1` is $c$ times the identity matrix.

Suppose the relations hold. Then $M$ commutes with each number operator:
$$M a_j^\dagger a_j=a_j^\dagger M a_j=a_j^\dagger a_jM .$$
This is `hN`. Its element between $s$ and $t$ reads
$$\langle s|M|t\rangle\,t_j=s_j\,\langle s|M|t\rangle .$$
For $s\neq t$ choose a site $j$ where they differ. One side is then zero and the other is $\langle s|M|t\rangle$, so this entry vanishes. Thus $M$ is diagonal (`hdiag`), and the previous theorem makes its diagonal constant (`hconst`). The scalar is $c=\langle 0|M|0\rangle$, the vacuum entry `M 0 0`. Conversely, a multiple of the identity commutes with every matrix, which `simp` confirms.

```lean
/-- An orthogonal projector whose range is mapped into itself by every `a_j` and every `a_j*`
is zero or the identity. -/
theorem invariant_projector_trivial {n : ℕ} (P : Matrix (Occ n) (Occ n) ℂ)
    (hP : Pᴴ = P) (hPP : P * P = P) (h : ∀ j, P * jw j * P = jw j * P)
    (h' : ∀ j, P * (jw j)ᴴ * P = (jw j)ᴴ * P) : P = 0 ∨ P = 1 := by
  -- the adjoint of each invariance relation turns invariance into commutation
  obtain ⟨c, hc⟩ := (commutant_eq_scalars P).mp fun j => by
    have e := congrArg conjTranspose (h j)
    have e' := congrArg conjTranspose (h' j)
    simp only [conjTranspose_mul, conjTranspose_conjTranspose, hP] at e e'
    exact ⟨e'.symm.trans ((mul_assoc _ _ _).symm.trans (h j)),
      e.symm.trans ((mul_assoc _ _ _).symm.trans (h' j))⟩
  have hcc : c * c = c := by
    have e := congrFun (congrFun hPP 0) 0
    simpa [hc] using e
  have hfac : c * (c - 1) = 0 := by linear_combination hcc
  rcases mul_eq_zero.mp hfac with h0 | h1
  · left
    rw [hc, h0, zero_smul]
  · right
    rw [hc, sub_eq_zero.mp h1, one_smul]
```

This is irreducibility in terms of subspaces. Every subspace is the range of one orthogonal projector $P$, described by $P^\dagger=P$ (`hP`) and $P^2=P$ (`hPP`). The range is mapped into itself by $a_j$ exactly when $Pa_jP=a_jP$, which is `h`; `h'` says the same for $a_j^\dagger$.

The adjoint of `h'` is $Pa_jP=Pa_j$. Comparison with `h` gives $Pa_j=a_jP$. In the same way, the adjoint of `h` together with `h'` gives $Pa_j^\dagger=a_j^\dagger P$. So $P=c\,\mathbb 1$ by the commutation theorem, and $P^2=P$ requires $c(c-1)=0$. Hence $P$ is $0$ or $\mathbb 1$, and the only invariant subspaces are the zero subspace and the full space.

## Annihilators alone leave room for other matrices

```lean
/-- For at least one site, the matrix that takes the completely filled state to the vacuum and
every other basis state to zero commutes with every `a_j`, yet is not a multiple of the identity. -/
theorem annihilators_alone_insufficient {n : ℕ} (hn : 0 < n) :
    (∀ j, Matrix.single (0 : Occ n) (1 : Occ n) (1 : ℂ) * jw j =
      jw j * Matrix.single (0 : Occ n) (1 : Occ n) (1 : ℂ)) ∧
    ¬ ∃ c : ℂ, Matrix.single (0 : Occ n) (1 : Occ n) (1 : ℂ) = c • 1 := by
  constructor
  · intro j
    -- `a_j` never produces the filled state and annihilates the vacuum
    have hfull : ∀ t, jw j 1 t = 0 := fun t =>
      Finset.prod_eq_zero (Finset.mem_univ j) (by simp [jwFactor, lowering_apply])
    have hvac : ∀ s, jw j s 0 = 0 := fun s =>
      Finset.prod_eq_zero (Finset.mem_univ j) (by simp [jwFactor, lowering_apply])
    ext s t
    rw [Matrix.mul_apply, Matrix.mul_apply, Finset.sum_eq_zero, Finset.sum_eq_zero]
    · intro u _
      by_cases hu : 0 = u
      · rw [← hu, hvac, zero_mul]
      · simp [hu]
    · intro u _
      by_cases hu : 1 = u
      · rw [← hu, hfull, mul_zero]
      · simp [hu]
  · rintro ⟨c, hc⟩
    have h01 : (0 : Occ n) ≠ 1 := fun h => by
      have e := congrFun h ⟨0, hn⟩
      simp at e
    have e := congrFun (congrFun hc 0) 1
    rw [Matrix.smul_apply, Matrix.one_apply_ne h01, smul_zero] at e
    simp at e

end

end JordanWignerIrreducibility
```

If commutation is required with the $a_j$ but not with their adjoints, the conclusion fails as soon as there is one site. The counter-example is $K=|0\cdots0\rangle\langle1\cdots1|$, written `Matrix.single 0 1 1` with the types left out.

No $a_j$ produces the filled state, so $\langle1\cdots1|a_j=0$ (`hfull`) and $Ka_j=0$. Every $a_j$ annihilates the vacuum (`hvac`), so $a_jK=0$. Both products vanish, and $K$ commutes with every $a_j$. It is not a multiple of the identity, since it has an entry 1 between two different strings. For one qubit, $K$ is $a_0$ itself, which of course commutes with $a_0$.

The argument for the commutation theorem uses little about the $Z$ factors: they satisfy $Z^\dagger Z=\mathbb 1$, and their diagonal entries are nonzero. It would therefore carry over if each $Z$ were replaced by the identity. The matrices $a_j$ then become the one-site operators $|0\rangle\langle1|$ of hard-core bosons, and again only scalars commute with all of them and their adjoints.

```lean
#print axioms JordanWignerIrreducibility.commutant_eq_scalars
#print axioms JordanWignerIrreducibility.invariant_projector_trivial
#print axioms JordanWignerIrreducibility.annihilators_alone_insufficient
```

```
'JordanWignerIrreducibility.commutant_eq_scalars' depends on axioms: [propext, Classical.choice, Quot.sound]
'JordanWignerIrreducibility.invariant_projector_trivial' depends on axioms: [propext, Classical.choice, Quot.sound]
'JordanWignerIrreducibility.annihilators_alone_insufficient' depends on axioms: [propext, Classical.choice, Quot.sound]
```
